# The Cauchy-Schwarz inequality for matrix elements of a positive operator

For a positive operator A on a complex inner product space, the squared modulus of the matrix element ⟨x, A y⟩ is at most the product of ⟨x, A x⟩ and ⟨y, A y⟩. Positive means here that A is linear, defined on the whole space and symmetric, with no negative expectation value; the space may have any dimension. The vectors x and y are arbitrary, so `prob A x` is the real part of ⟨x, A x⟩ without normalisation; for nonzero x, the normalised expectation value is `prob A x` divided by ‖x‖². With z = ⟨x, A y⟩, the proof expands the non-negative number `prob A (t z x + y)` as a quadratic in the real variable t, whose discriminant therefore cannot be positive. This gives the inequality after division by ‖z‖² if z ≠ 0, and the case z = 0 is treated separately.

This version doesn't compile in Lean 4 with Mathlib:

```lean
import Mathlib

open scoped InnerProductSpace ComplexConjugate

namespace CauchySchwarzPos

noncomputable section

variable {H : Type*} [NormedAddCommGroup H] [InnerProductSpace ℂ H]

/-- The expectation value `Re ⟨x, A x⟩`: for a unit vector `x` and a measurement operator `A`,
the probability of the outcome `A` in the state `x`. -/
def prob (A : H →ₗ[ℂ] H) (x : H) : ℝ := (⟪x, A x⟫_ℂ).re

/-- A positive operator: symmetric, with non-negative expectation values. -/
def IsPos (A : H →ₗ[ℂ] H) : Prop := A.IsSymmetric ∧ ∀ x, 0 ≤ prob A x

/-- Cauchy-Schwarz inequality for the form `⟨x, A y⟩` of a positive operator `A`. -/
theorem cauchy_schwarz_pos {A : H →ₗ[ℂ] H} (hA : IsPos A) (x y : H) :
    ‖⟪x, A y⟫_ℂ‖ ^ 2 ≤ prob A x * prob A y := by
  obtain ⟨z, hz⟩ : ∃ z, z = ⟪x, A y⟫_ℂ := ⟨_, rfl⟩
  have hyx : ⟪y, A x⟫_ℂ = conj z := by
    rw [hz, inner_conj_symm]
    exact (hA.1 y x).symm
  rw [← hz]
  -- the expectation value in `t z x + y` is a non-negative quadratic in `t`
  have key : ∀ t : ℝ,
      0 ≤ (‖z‖ ^ 2 * prob A x) * (t * t) + (2 * ‖z‖ ^ 2) * t + prob A y := by
    intro t
    have h := hA.2 (((t : ℂ) * z) • x + y)
    have e : prob A (((t : ℂ) * z) • x + y)
        = (‖z‖ ^ 2 * prob A x) * (t * t) + (2 * ‖z‖ ^ 2) * t + prob A y := by
      rw [Complex.sq_norm, Complex.normSq_apply]
      simp only [prob, map_add, map_smul, inner_add_left, inner_add_right, inner_smul_left,
        inner_smul_right, hyx, ← hz, map_mul, Complex.conj_ofReal, Complex.add_re,
        Complex.mul_re, Complex.mul_im, Complex.conj_re, Complex.conj_im,
        Complex.ofReal_re, Complex.ofReal_im]
      ring
    rwa [e] at h
  have d := discrim_le_zero key
  unfold discrim at d
  rcases eq_or_ne z 0 with h0 | h0
  · rw [h0, norm_zero, zero_pow two_ne_zero]
    exact mul_nonneg (hA.2 x) (hA.2 y)
  · have hp : 0 < ‖z‖ ^ 2 := pow_pos (norm_pos_iff.mpr h0) 2
    exact le_of_mul_le_mul_left (by nlinarith) hp

end

end CauchySchwarzPos
```

The compiler's answer:

```
Try this:
  [apply] ring_nf
  
  The `ring` tactic failed to close the goal. Use `ring_nf` to obtain a normal form.
    
  Note that `ring` works primarily in *commutative* rings. If you have a noncommutative ring, abelian group or module, consider using `noncomm_ring`, `abel` or `module` instead.
Main.lean:32:75: error: unsolved goals
H : Type u_1
inst✝¹ : NormedAddCommGroup H
inst✝ : InnerProductSpace ℂ H
A : H →ₗ[ℂ] H
hA : IsPos A
x y : H
z : ℂ
hz : z = ⟪x, A y⟫_ℂ
hyx : ⟪y, A x⟫_ℂ = (starRingEnd ℂ) z
t : ℝ
h : 0 ≤ prob A ((↑t * z) • x + y)
⊢ t * z.re ^ 2 * 2 - t * z.im * (↑t * (starRingEnd ℂ) z * ⟪x, A x⟫_ℂ + (starRingEnd ℂ) z).im + t * z.im ^ 2 +
          t ^ 2 * z.re * z.im * (⟪x, A x⟫_ℂ).im +
        t ^ 2 * z.re ^ 2 * (⟪x, A x⟫_ℂ).re +
      (⟪y, A y⟫_ℂ).re =
    t * z.re ^ 2 * 2 + t * z.im ^ 2 * 2 + t ^ 2 * z.re ^ 2 * (⟪x, A x⟫_ℂ).re + t ^ 2 * z.im ^ 2 * (⟪x, A x⟫_ℂ).re +
      (⟪y, A y⟫_ℂ).re
```

The error is in the proof of `e`, the expansion of the quadratic. The first message says that `ring` could not close the goal, and the second shows what was left.

In that goal stands the imaginary part of a sum, `(↑t * (starRingEnd ℂ) z * ⟪x, A x⟫_ℂ + (starRingEnd ℂ) z).im`. The `simp only` list has `Complex.add_re` for real parts of sums, but not `Complex.add_im` for imaginary parts. `Complex.mul_im` and `Complex.conj_im` cannot act on the two summands while these are together under one `.im`. `ring` does not know that `.im` is additive and treats the whole expression as an unknown number, so the two sides do not agree.

The diff adds `Complex.add_im` to the list. The imaginary part then splits, and the other lemmas reduce it to real and imaginary parts of `z` and `⟪x, A x⟫_ℂ`. This supplies the missing terms in `z.im ^ 2` and cancels the one with `(⟪x, A x⟫_ℂ).im`, so `ring` closes the goal.

Fix (accepted with no message):

```diff
@@ -34,5 +34,5 @@
       simp only [prob, map_add, map_smul, inner_add_left, inner_add_right, inner_smul_left,
         inner_smul_right, hyx, ← hz, map_mul, Complex.conj_ofReal, Complex.add_re,
-        Complex.mul_re, Complex.mul_im, Complex.conj_re, Complex.conj_im,
+        Complex.add_im, Complex.mul_re, Complex.mul_im, Complex.conj_re, Complex.conj_im,
         Complex.ofReal_re, Complex.ofReal_im]
       ring
```
